# A band-by-band sum for the deficit in a neglected-band tail between two level energies

The neglected bands have nonnegative coupling weights `m n` with a finite sum and energies `e n` at or above a cutoff `L`, and their tail at a level energy w is T(w) = ∑ `m n / (e n - w)`. For two levels `w1` and `w2` below `L`, in either order, `hasSum_deficit` concerns the difference between T(w1)(w1 − w2)/(L − w2) and T(w1) − T(w2). It states that this difference is the sum of a convergent series over bands, in which each term carries the factor `e n - L`, the band's height above the cutoff. The attempt combines the convergent series for the two tails into a fact `h`, then uses `convert` to match `h` with the stated series and value.

In Lean, a first try:

```lean
import Mathlib

open Filter Asymptotics

namespace HasSumDeficit

noncomputable section

variable {ι : Type*}

/-- The neglected-band tail `T(w) = ∑ m n / (e n - w)` at the level energy `w`, for bands with
coupling weights `m n` and energies `e n`; it is meant for `w` below all the `e n` and a convergent
sum. -/
def bandTail (m e : ι → ℝ) (w : ℝ) : ℝ := ∑' n, m n / (e n - w)

/-- For nonnegative weights with finite sum and band energies at or above a cutoff `L`, the tail
converges at every level energy below `L`. -/
theorem hasSum_bandTail {m e : ι → ℝ} {L w : ℝ} (hm : ∀ n, 0 ≤ m n) (hs : Summable m)
    (he : ∀ n, L ≤ e n) (hw : w < L) :
    HasSum (fun n => m n / (e n - w)) (bandTail m e w) := by
  have h : Summable (fun n => m n / (e n - w)) := by
    -- compare with all the weight placed at the cutoff
    refine Summable.of_nonneg_of_le (fun n => ?_) (fun n => ?_) (hs.div_const (L - w))
    · exact div_nonneg (hm n) (by linarith [he n])
    · exact div_le_div_of_nonneg_left (hm n) (by linarith) (by linarith [he n])
  exact h.hasSum

/-- For nonnegative summable weights and two levels below the cutoff `L`, the amount by which
`T(w1) (w1 - w2) / (L - w2)` exceeds `T(w1) - T(w2)` is a sum over bands, each term being a product
with the factor `e n - L`, the height of the band above the cutoff. -/
theorem hasSum_deficit {m e : ι → ℝ} {L w1 w2 : ℝ} (hm : ∀ n, 0 ≤ m n) (hs : Summable m)
    (he : ∀ n, L ≤ e n) (h1 : w1 < L) (h2 : w2 < L) :
    HasSum (fun n => m n * ((w1 - w2) * (e n - L) / ((e n - w1) * (e n - w2) * (L - w2))))
      (bandTail m e w1 * (w1 - w2) / (L - w2) - (bandTail m e w1 - bandTail m e w2)) := by
  have t1 := hasSum_bandTail hm hs he h1
  have t2 := hasSum_bandTail hm hs he h2
  have h := (t1.mul_right ((w1 - w2) / (L - w2))).sub (t1.sub t2)
  convert h using 1
  · funext n
    have a1 : e n - w1 ≠ 0 := ne_of_gt (by linarith [he n])
    have a2 : e n - w2 ≠ 0 := ne_of_gt (by linarith [he n])
    have a3 : L - w2 ≠ 0 := ne_of_gt (by linarith)
    field_simp
    ring
  · ring

end

end HasSumDeficit
```

Lean reports:

```
Main.lean:39:4: error: Tactic `apply` failed: could not unify the conclusion of `@funext`
  ?f = ?g
with the goal
  Real.instAddCommMonoid = Real.instAddCommGroup.toAddCommMonoid

Note: The full type of `@funext` is
  ∀ {α : Sort ?u.106} {β : α → Sort ?u.105} {f g : (x : α) → β x}, (∀ (x : α), f x = g x) → f = g

case e'_3
ι : Type u_1
m e : ι → ℝ
L w1 w2 : ℝ
hm : ∀ (n : ι), 0 ≤ m n
hs : Summable m
he : ∀ (n : ι), L ≤ e n
h1 : w1 < L
h2 : w2 < L
t1 : HasSum (fun n => m n / (e n - w1)) (bandTail m e w1)
t2 : HasSum (fun n => m n / (e n - w2)) (bandTail m e w2)
h :
  HasSum (fun b => m b / (e b - w1) * ((w1 - w2) / (L - w2)) - (m b / (e b - w1) - m b / (e b - w2)))
    (bandTail m e w1 * ((w1 - w2) / (L - w2)) - (bandTail m e w1 - bandTail m e w2))
⊢ Real.instAddCommMonoid = Real.instAddCommGroup.toAddCommMonoid
Try this:
  [apply] ring_nf
  
  The `ring` tactic failed to close the goal. Use `ring_nf` to obtain a normal form.
    
  Note that `ring` works primarily in *commutative* rings. If you have a noncommutative ring, abelian group or module, consider using `noncomm_ring`, `abel` or `module` instead.
Main.lean:45:2: error: unsolved goals
case e'_5
ι : Type u_1
m e : ι → ℝ
L w1 w2 : ℝ
hm : ∀ (n : ι), 0 ≤ m n
hs : Summable m
he : ∀ (n : ι), L ≤ e n
h1 : w1 < L
h2 : w2 < L
t1 : HasSum (fun n => m n / (e n - w1)) (bandTail m e w1)
t2 : HasSum (fun n => m n / (e n - w2)) (bandTail m e w2)
h :
  HasSum (fun b => m b / (e b - w1) * ((w1 - w2) / (L - w2)) - (m b / (e b - w1) - m b / (e b - w2)))
    (bandTail m e w1 * ((w1 - w2) / (L - w2)) - (bandTail m e w1 - bandTail m e w2))
⊢ (fun n =>
      m n * w1 * e n *
              (w1 * w2 * e n + w1 * w2 * L - w1 * w2 ^ 2 - w1 * e n * L - w2 * e n * L - w2 * e n ^ 2 + w2 ^ 2 * e n +
                  e n ^ 2 * L)⁻¹ -
            m n * w1 * L *
              (w1 * w2 * e n + w1 * w2 * L - w1 * w2 ^ 2 - w1 * e n * L - w2 * e n * L - w2 * e n ^ 2 + w2 ^ 2 * e n +
                  e n ^ 2 * L)⁻¹ -
          m n * w2 * e n *
            (w1 * w2 * e n + w1 * w2 * L - w1 * w2 ^ 2 - w1 * e n * L - w2 * e n * L - w2 * e n ^ 2 + w2 ^ 2 * e n +
                e n ^ 2 * L)⁻¹ +
        m n * w2 * L *
          (w1 * w2 * e n + w1 * w2 * L - w1 * w2 ^ 2 - w1 * e n * L - w2 * e n * L - w2 * e n ^ 2 + w2 ^ 2 * e n +
              e n ^ 2 * L)⁻¹) =
    fun b =>
    w1 * m b * (-w1 + e b)⁻¹ * (-w2 + L)⁻¹ - w2 * m b * (-w1 + e b)⁻¹ * (-w2 + L)⁻¹ - m b * (-w1 + e b)⁻¹ +
      m b * (-w2 + e b)⁻¹
Main.lean:34:88: error: unsolved goals
case e'_6
ι : Type u_1
m e : ι → ℝ
L w1 w2 : ℝ
hm : ∀ (n : ι), 0 ≤ m n
hs : Summable m
he : ∀ (n : ι), L ≤ e n
h1 : w1 < L
h2 : w2 < L
t1 : HasSum (fun n => m n / (e n - w1)) (bandTail m e w1)
t2 : HasSum (fun n => m n / (e n - w2)) (bandTail m e w2)
h :
  HasSum (fun b => m b / (e b - w1) * ((w1 - w2) / (L - w2)) - (m b / (e b - w1) - m b / (e b - w2)))
    (bandTail m e w1 * ((w1 - w2) / (L - w2)) - (bandTail m e w1 - bandTail m e w2))
⊢ bandTail m e w1 * (w1 - w2) / (L - w2) - (bandTail m e w1 - bandTail m e w2) =
    bandTail m e w1 * ((w1 - w2) / (L - w2)) - (bandTail m e w1 - bandTail m e w2)
```

Diagnosis. `convert h using 1` left three goals, and the proof had bullets for two. The first goal equates two additive-monoid structures on the reals, the one in the statement and the one in `h`, which comes through the additive group. `funext` fails there because the goal is not an equality of functions. The bullets were thus one goal out of step: `ring` met the equality of summands, which it could not close without the facts that the denominators are nonzero, and the equality of values had no bullet at all.

The repair drops `convert`. It proves the equality of summands separately as `hf`, where `funext` applies and `field_simp` has the nonzero facts. Then `rw [hf, mul_div_assoc]` puts the summand and the value in the form they have in `h`, and `exact h` closes the goal, since Lean accepts the two structures as equal by definition.

The nonzero facts also get new proofs. The old ones were never reached, so the messages show no fault in them.

Lean accepts the file once it reads:

```diff
@@ -36,12 +36,16 @@
   have t2 := hasSum_bandTail hm hs he h2
   have h := (t1.mul_right ((w1 - w2) / (L - w2))).sub (t1.sub t2)
-  convert h using 1
-  · funext n
-    have a1 : e n - w1 ≠ 0 := ne_of_gt (by linarith [he n])
-    have a2 : e n - w2 ≠ 0 := ne_of_gt (by linarith [he n])
-    have a3 : L - w2 ≠ 0 := ne_of_gt (by linarith)
+  have hf : (fun n => m n * ((w1 - w2) * (e n - L) /
+      ((e n - w1) * (e n - w2) * (L - w2)))) =
+      fun n => m n / (e n - w1) * ((w1 - w2) / (L - w2)) -
+        (m n / (e n - w1) - m n / (e n - w2)) := by
+    funext n
+    have a1 : e n - w1 ≠ 0 := sub_ne_zero.2 (h1.trans_le (he n)).ne'
+    have a2 : e n - w2 ≠ 0 := sub_ne_zero.2 (h2.trans_le (he n)).ne'
+    have a3 : L - w2 ≠ 0 := sub_ne_zero.2 h2.ne'
     field_simp
     ring
-  · ring
+  rw [hf, mul_div_assoc]
+  exact h
 
 end
```
